# A two-state model whose free energy violates the Cauchy relation although each state obeys it

A crystal held together by central forces is strained homogeneously. With Lagrangian strain $\eta$, a bond $r$ has squared length $r^T(I+2\eta)r$ and energy $\phi(r^T(I+2\eta)r)$. Its second strain derivative at $\eta=0$ is $4\phi''(r^Tr)\,r_ir_jr_kr_l$, symmetric in all four indices, which gives Cauchy relations such as $C_{xxyy}=C_{xyxy}$ for the second derivatives of the energy in $\eta$, as long as every atom follows the strain without internal relaxation; divided by the reference volume, these derivatives are the stress-strain coefficients when the reference is stress-free. At finite temperature the stiffness comes from the free energy instead, and the question is whether the symmetry survives the thermal average.

## The two components and the bound

Let $u_i$ be the unit vector along axis $i$ and $E_{ij}=\tfrac12(u_iu_j^T+u_ju_i^T)$. The stiffness of an energy $W$ is $C_{ijkl}=\partial_s\partial_t W(sE_{ij}+tE_{kl})$ at $s=t=0$. State 0 has two unit bonds along $x$ and $y$ with $\phi(\xi)=c\xi/2$, which for $c>0$ is a spring of constant $c$ and zero rest length. State 1 has constant energy $e$: it does not couple to strain, and $e$ only sets the gap. Both energies are affine in $\eta$, so each state has zero stiffness and obeys the Cauchy relation as $0=0$. At inverse temperature $\beta$ the free energy is $F=-\beta^{-1}\log\sum_n\exp(-\beta W_n)$, and $p=\exp(-\beta c)/[\exp(-\beta c)+\exp(-\beta e)]$ is the weight of state 0 at $\eta=0$. For $\beta>0$ and $c\neq0$,

$$C_{xxyy}=-\beta c^2p(1-p)<0=C_{xyxy},$$

and for $\beta>0$ and any $c$, $C_{xxyy}\ge-\beta c^2/4$, with equality at $e=c$.

## Cauchy symmetry as a check in elastic-constant codes

A code that computes isothermal elastic constants from stress fluctuations adds a kinetic term and $-\beta V$ times a stress covariance, with $V$ the volume, to the averaged Born term (the second strain derivative of the potential energy under homogeneous strain, per volume), and a pair-potential code may be tested against $C_{12}=C_{66}$ in Voigt notation. This two-state model, whose energies are affine in strain, shows that total symmetry of every state's stiffness does not justify that test for the free-energy stiffness. The second-derivative formula for general $\phi$ in the opening and these comments on codes are background; the Lean code does not prove them.

## From the partition sum to the covariance

Let $A$, $B$ be strains and suppose $W_n(sA+tB)=W_n(0)+sa_n+tb_n$ with slopes $a_n$, $b_n$. Then $\partial_tW_n=b_n$ does not depend on $s$, so each state has zero mixed derivative. Put $g_n(s)=\exp[-\beta(W_n(0)+sa_n)]$. At $t=0$,

$$\partial_tF=-\frac1\beta\,\frac{-\beta\sum_n g_nb_n}{\sum_n g_n}=\frac{\sum_n g_nb_n}{\sum_n g_n}.$$

Since $g_n'=-\beta a_ng_n$, the quotient rule at $s=0$, with weights $p_n=g_n(0)/\sum_m g_m(0)$, gives

$$\partial_s\partial_tF=-\beta\Big[\sum_n p_na_nb_n-\sum_n p_na_n\sum_m p_mb_m\Big].$$

The bond along $x$ has squared length $1+2\eta_{xx}$ and energy $c/2+c\eta_{xx}$; adding the bond along $y$ gives $W_0=c(1+\eta_{xx}+\eta_{yy})$. With $\tau(A)=A_{xx}+A_{yy}$ the slopes are $a=(c\tau(A),0)$ and $b=(c\tau(B),0)$, and $p_0=p$. The bracket is $(p-p^2)c^2\tau(A)\tau(B)$, so

$$\partial_s\partial_tF=-\beta c^2p(1-p)\,\tau(A)\tau(B).$$

Now $\tau(E_{xx})=\tau(E_{yy})=1$ and $\tau(E_{xy})=0$, which gives both components. Both exponentials are positive, so $0<p<1$ and the sign follows. Finally $p(1-p)=\tfrac14-(p-\tfrac12)^2$ gives the bound, and $e=c$ gives $p=\tfrac12$.

```lean
import Mathlib

open Real Finset

namespace ThermalCauchyViolation

noncomputable section

/-- A Lagrangian strain in three dimensions. -/
abbrev Strain := Matrix (Fin 3) (Fin 3) ℝ

/-- A rank-four tensor of elastic constants. -/
abbrev Tensor4 := Fin 3 → Fin 3 → Fin 3 → Fin 3 → ℝ

/-- The symmetrised unit strain `(e_i e_jᵀ + e_j e_iᵀ) / 2`. -/
def dir (i j : Fin 3) : Strain :=
  Matrix.of fun a b =>
    ((if a = i ∧ b = j then 1 else 0) + (if a = j ∧ b = i then 1 else 0)) / 2

/-- `C` is the mixed derivative `∂_s ∂_t W (s A + t B)` at `s = t = 0`. -/
def HasMixed (W : Strain → ℝ) (A B : Strain) (C : ℝ) : Prop :=
  ∃ f : ℝ → ℝ, (∀ s : ℝ, HasDerivAt (fun t : ℝ => W (s • A + t • B)) (f s) 0) ∧
    HasDerivAt f C 0

/-- `C i j k l` is the mixed derivative of `W` at zero strain along the unit strains
`ij` and `kl`. -/
def HasStiffness (W : Strain → ℝ) (C : Tensor4) : Prop :=
  ∀ i j k l, HasMixed W (dir i j) (dir k l) (C i j k l)

/-- The tensor is unchanged by each swap of two adjacent indices. -/
def TotallySymmetric (C : Tensor4) : Prop :=
  ∀ i j k l, C i j k l = C j i k l ∧ C i j k l = C i k j l ∧ C i j k l = C i j l k

/-- Energy of a central bond `r`: a function `φ` of the strained squared length
`rᵀ (I + 2 η) r`. -/
def bondEnergy (φ : ℝ → ℝ) (r : Fin 3 → ℝ) (η : Strain) : ℝ :=
  φ (∑ i, ∑ j, r i * ((1 : Strain) + (2 : ℝ) • η) i j * r j)

/-- Two unit bonds along the first two axes, each with `φ x = c x / 2`. -/
def twoBond (c : ℝ) (η : Strain) : ℝ :=
  bondEnergy (fun x => c * x / 2) ![1, 0, 0] η + bondEnergy (fun x => c * x / 2) ![0, 1, 0] η

/-- The two states: the two-bond state and a state of constant energy `e`. -/
def states (c e : ℝ) : Fin 2 → Strain → ℝ := ![twoBond c, fun _ => e]

/-- Free energy `-β⁻¹ log ∑ exp (-β Wₙ(η))` of finitely many states. -/
def freeEnergy {ι : Type*} [Fintype ι] (β : ℝ) (W : ι → Strain → ℝ) (η : Strain) : ℝ :=
  -(1 / β) * log (∑ n, exp (-β * W n η))

/-- Boltzmann weight of state `n` at zero strain. -/
def weight {ι : Type*} [Fintype ι] (β : ℝ) (W : ι → Strain → ℝ) (n : ι) : ℝ :=
  exp (-β * W n 0) / ∑ m, exp (-β * W m 0)

/-- The mixed derivative is unique. -/
theorem HasMixed.unique {W : Strain → ℝ} {A B : Strain} {C D : ℝ}
    (h : HasMixed W A B C) (h' : HasMixed W A B D) : C = D := by
  obtain ⟨f, hf, hf'⟩ := h
  obtain ⟨g, hg, hg'⟩ := h'
  have hfg : f = g := funext fun s => (hf s).unique (hg s)
  subst hfg
  exact hf'.unique hg'

/-- An energy affine on the plane spanned by `A` and `B` has zero mixed derivative. -/
theorem affine_mixed (W : Strain → ℝ) (A B : Strain) (a b : ℝ)
    (hW : ∀ s t : ℝ, W (s • A + t • B) = W 0 + s * a + t * b) : HasMixed W A B 0 := by
  refine ⟨fun _ => b, fun s => ?_, hasDerivAt_const _ _⟩
  have h0 : HasDerivAt (fun t : ℝ => t * b) b 0 := by
    simpa using (hasDerivAt_id (0 : ℝ)).mul_const b
  simp only [hW]
  exact h0.const_add _

/-- Derivative at `t = 0` of a Boltzmann sum of `wₙ` with energies `uₙ + t vₙ`. -/
theorem boltzmann_sum_deriv {ι : Type*} [Fintype ι] (β : ℝ) (u v w : ι → ℝ) :
    HasDerivAt (fun t : ℝ => ∑ n, exp (-β * (u n + t * v n)) * w n)
      (-β * ∑ n, exp (-β * u n) * (v n * w n)) 0 := by
  rw [Finset.mul_sum]
  refine HasDerivAt.fun_sum fun n _ => ?_
  have h0 : HasDerivAt (fun t : ℝ => t * v n) (v n) 0 := by
    simpa using (hasDerivAt_id (0 : ℝ)).mul_const (v n)
  refine (((h0.const_add (u n)).const_mul (-β)).exp.mul_const (w n)).congr_deriv ?_
  simp only [zero_mul, add_zero]
  ring

/-- For states affine on the plane of `A` and `B` with slopes `aₙ`, `bₙ`, the mixed derivative
of the free energy is `-β` times the thermal covariance of the slopes. -/
theorem freeEnergy_mixed {ι : Type*} [Fintype ι] [Nonempty ι] {β : ℝ} (hβ : β ≠ 0)
    (W : ι → Strain → ℝ) (A B : Strain) (a b : ι → ℝ)
    (hW : ∀ n (s t : ℝ), W n (s • A + t • B) = W n 0 + s * a n + t * b n) :
    HasMixed (freeEnergy β W) A B
      (-β * (∑ n, weight β W n * (a n * b n)
        - (∑ n, weight β W n * a n) * ∑ n, weight β W n * b n)) := by
  have hne : ∀ u : ι → ℝ, ∑ n, exp (u n) ≠ 0 := fun u =>
    (Finset.sum_pos (fun n _ => exp_pos _) Finset.univ_nonempty).ne'
  have hZ : ∀ u v : ι → ℝ, HasDerivAt (fun t : ℝ => ∑ n, exp (-β * (u n + t * v n)))
      (-β * ∑ n, exp (-β * u n) * v n) 0 := fun u v => by
    simpa only [mul_one] using boltzmann_sum_deriv β u v fun _ => 1
  refine ⟨fun s => (∑ n, exp (-β * (W n 0 + s * a n)) * b n)
    / ∑ n, exp (-β * (W n 0 + s * a n)), fun s => ?_, ?_⟩
  · -- the first derivative is the thermal average of the slope `b`
    have key : ∀ S Z : ℝ, -(1 / β) * ((-β * S) / Z) = S / Z := by
      intro S Z
      have h1 : -(1 / β) * -β = 1 := by field_simp
      linear_combination (S / Z) * h1
    simp only [freeEnergy, hW]
    refine (((hZ (fun n => W n 0 + s * a n) b).log (hne _)).const_mul
      (-(1 / β))).congr_deriv ?_
    simp only [zero_mul, add_zero]
    exact key _ _
  · -- the quotient rule turns the average into a covariance
    have key : ∀ P Q R Z : ℝ, Z ≠ 0 →
        (-β * P * Z - Q * (-β * R)) / Z ^ 2 = -β * (P / Z - R / Z * (Q / Z)) := by
      intro P Q R Z hZ0
      field_simp
      try ring
    have hw : ∀ x : ι → ℝ, ∑ n, weight β W n * x n
        = (∑ n, exp (-β * W n 0) * x n) / ∑ m, exp (-β * W m 0) := by
      intro x
      simp only [weight, div_mul_eq_mul_div, Finset.sum_div]
    refine ((boltzmann_sum_deriv β (fun n => W n 0) a b).fun_div
      (hZ (fun n => W n 0) a) (hne _)).congr_deriv ?_
    simp only [hw, zero_mul, add_zero]
    exact key _ _ _ _ (hne _)

/-- The two-bond energy is `c (1 + η 0 0 + η 1 1)`. -/
theorem twoBond_eq (c : ℝ) (η : Strain) : twoBond c η = c * (1 + η 0 0 + η 1 1) := by
  simp [twoBond, bondEnergy, Fin.sum_univ_three, Matrix.one_apply]
  ring

/-- Both states are affine on any plane of strains, with slope along `A` equal to `c (A 0 0 + A 1
1)` for state `0` and `0` for state `1`, and likewise along `B`. -/
theorem states_affine (c e : ℝ) (A B : Strain) (n : Fin 2) (s t : ℝ) :
    states c e n (s • A + t • B) = states c e n 0
      + s * ![c * (A 0 0 + A 1 1), 0] n + t * ![c * (B 0 0 + B 1 1), 0] n := by
  fin_cases n
  · simp [states, twoBond_eq]
    ring
  · simp [states]

/-- The two-state free energy has mixed derivative `-β c² p (1 - p) (A 0 0 + A 1 1) (B 0 0 + B 1
1)`, with `p` the weight of the first state. -/
theorem twoState_mixed {β : ℝ} (hβ : β ≠ 0) (c e : ℝ) (A B : Strain) :
    HasMixed (freeEnergy β (states c e)) A B
      (-β * c ^ 2 * weight β (states c e) 0 * (1 - weight β (states c e) 0)
        * (A 0 0 + A 1 1) * (B 0 0 + B 1 1)) := by
  have h := freeEnergy_mixed hβ (states c e) A B _ _ (states_affine c e A B)
  convert h using 1
  simp [Fin.sum_univ_two]
  ring

/-- The stiffness of the two-state free energy has, for `β ≠ 0` and `p` the weight of state `0`, `C
0 0 1 1 = -β c² p (1 - p)` and `C 0 1 0 1 = 0`. -/
theorem twoState_components {β : ℝ} (hβ : β ≠ 0) (c e : ℝ) {C : Tensor4}
    (hC : HasStiffness (freeEnergy β (states c e)) C) :
    C 0 0 1 1 = -β * c ^ 2 * weight β (states c e) 0 * (1 - weight β (states c e) 0) ∧
      C 0 1 0 1 = 0 := by
  have d0 : dir 0 0 0 0 + dir 0 0 1 1 = 1 := by simp [dir]
  have d1 : dir 1 1 0 0 + dir 1 1 1 1 = 1 := by simp [dir]
  have d2 : dir 0 1 0 0 + dir 0 1 1 1 = 0 := by simp [dir]
  constructor
  · rw [(hC 0 0 1 1).unique (twoState_mixed hβ c e _ _), d0, d1, mul_one, mul_one]
  · rw [(hC 0 1 0 1).unique (twoState_mixed hβ c e _ _), d2, mul_zero]

/-- Each state has a totally symmetric stiffness, while for `β > 0` and `c ≠ 0` the free energy has
a stiffness, and every such stiffness has `C 0 0 1 1 = -β c² p (1 - p) < 0` (with `p` the weight of
state `0`) and `C 0 1 0 1 = 0` and is not totally symmetric. -/
theorem thermal_cauchy_violation {β c : ℝ} (hβ : 0 < β) (hc : c ≠ 0) (e : ℝ) :
    (∀ n, ∃ C, HasStiffness (states c e n) C ∧ TotallySymmetric C) ∧
    (∃ C, HasStiffness (freeEnergy β (states c e)) C) ∧
    ∀ C, HasStiffness (freeEnergy β (states c e)) C →
      C 0 0 1 1 = -β * c ^ 2 * weight β (states c e) 0 * (1 - weight β (states c e) 0) ∧
      C 0 0 1 1 < 0 ∧ C 0 1 0 1 = 0 ∧ ¬ TotallySymmetric C := by
  refine ⟨fun n => ⟨fun _ _ _ _ => 0, fun i j k l =>
      affine_mixed _ _ _ _ _ (states_affine c e _ _ n), fun _ _ _ _ => ⟨rfl, rfl, rfl⟩⟩,
    ⟨_, fun i j k l => twoState_mixed hβ.ne' c e (dir i j) (dir k l)⟩, fun C hC => ?_⟩
  obtain ⟨h1, h2⟩ := twoState_components hβ.ne' c e hC
  -- both states are populated: 0 < p < 1
  have hp0 : 0 < weight β (states c e) 0 := by
    unfold weight
    rw [Fin.sum_univ_two]
    positivity
  have hp1 : weight β (states c e) 0 < 1 := by
    unfold weight
    rw [Fin.sum_univ_two, div_lt_one (by positivity)]
    linarith [exp_pos (-β * states c e 1 0)]
  have hc2 : 0 < c ^ 2 := by positivity
  have hpos := mul_pos (mul_pos (mul_pos hβ hc2) hp0) (sub_pos.mpr hp1)
  have hneg : C 0 0 1 1 < 0 := by
    rw [h1]
    linarith
  refine ⟨h1, hneg, h2, fun hs => ?_⟩
  have h3 := (hs 0 0 1 1).2.1
  linarith

/-- For `β > 0` the free-energy stiffness has `C 0 0 1 1 ≥ -β c² / 4`, with equality when the
constant energy is `c`. -/
theorem violation_bound {β : ℝ} (hβ : 0 < β) (c e : ℝ) {C : Tensor4}
    (hC : HasStiffness (freeEnergy β (states c e)) C) :
    -β * c ^ 2 / 4 ≤ C 0 0 1 1 ∧ (e = c → C 0 0 1 1 = -β * c ^ 2 / 4) := by
  rw [(twoState_components hβ.ne' c e hC).1]
  constructor
  · nlinarith [mul_nonneg (mul_nonneg hβ.le (sq_nonneg c))
      (sq_nonneg (weight β (states c e) 0 - 1 / 2))]
  · intro he
    have h0 : states c e 0 0 = c := by simp [states, twoBond_eq]
    have h1 : states c e 1 0 = c := by simp [states, he]
    have hp : weight β (states c e) 0 = 1 / 2 := by
      unfold weight
      rw [Fin.sum_univ_two, h0, h1, div_eq_iff (by positivity)]
      ring
    rw [hp]
    ring

end

end ThermalCauchyViolation
```

```lean
#print axioms ThermalCauchyViolation.thermal_cauchy_violation
#print axioms ThermalCauchyViolation.violation_bound
```

```
'ThermalCauchyViolation.thermal_cauchy_violation' depends on axioms: [propext, Classical.choice, Quot.sound]
'ThermalCauchyViolation.violation_bound' depends on axioms: [propext, Classical.choice, Quot.sound]
```

## The theorems in words

The axes $x,y,z$ are the indices `0`, `1`, `2` in the code, so $C_{xxyy}$ is `C 0 0 1 1`. `dir i j` is $E_{ij}$; its factor $\tfrac12$ makes the amplitude of $E_{xy}$ the engineering shear, so `C 0 1 0 1` is the Voigt $C_{66}$. `HasMixed W A B C` asks that the $t$-derivative at $t=0$ exist for every $s$ and that it have $s$-derivative `C` at 0. `TotallySymmetric` is invariance under the three adjacent index swaps; the middle swap is the Cauchy one. The weight $p$ is `weight β (states c e) 0`.

`thermal_cauchy_violation` says, for $\beta>0$, $c\neq0$ and any $e$: each state has a totally symmetric stiffness; $F$ has a stiffness tensor; and every such tensor has the two components above and is not totally symmetric. `violation_bound` states the lower bound and the equality when $e=c$, without a converse.

## Lemmas and the steps they carry

`HasMixed.unique` lets a computed value be identified with any given stiffness. `affine_mixed` takes the constant $b$ as first derivative. `boltzmann_sum_deriv` differentiates a weighted Boltzmann sum term by term. In `freeEnergy_mixed`, stated for any finite nonempty set of states and $\beta\neq0$, the witness is the thermal average of $b_n$; `.log` supplies the formula for $\partial_tF$ and `.fun_div` the quotient rule. `twoBond_eq` and `states_affine` give $W_0$ and the slopes, `twoState_mixed` specialises the covariance, and `twoState_components` inserts the values of $\tau$. The main theorem proves `hp0` and `hp1` for $0<p<1$, then refutes symmetry by the middle swap `(hs 0 0 1 1).2.1`. The bound is `nlinarith` fed with $\beta c^2(p-\tfrac12)^2\ge0$.

## Limits of the counter-example

The symmetric tensor of each state is zero, because $\phi''=0$ in state 0 and the energy of state 1 is constant, so the whole stiffness of $F$ is covariance. The covariance identity is proved only for states affine on the plane of $A$ and $B$; a nonzero Born term, a kinetic term, continuous configurations and internal relaxation are absent. The model is two discrete levels, not a lattice, and there is no division by volume. The reference $\eta=0$ carries the stress $\partial_tF=pc$ along $E_{xx}$ and $E_{yy}$, so $C$ is a second derivative in Lagrangian strain and not a stress-strain coefficient under load. The formula of `twoState_mixed` with $A=B=E_{xx}$ makes $C_{xxxx}$ equal to $C_{xxyy}$, hence negative for $\beta>0$ and $c\neq0$, so $C$ fails the positivity required of a stress-free stable solid. Because the reference is stressed, stability under load also involves the stress: the second derivative of $F$ in the stretch along $x$ is $pc-\beta c^2p(1-p)$, which can have either sign. Stability is not treated here.
